# The commutator Lanczos recursion of Hermitian matrices gives pairwise orthogonal operators

## A norm ratio written without division

In the Heisenberg picture an observable $A$ evolves under a Hamiltonian $H$ through the nested commutators $[H,A]$, $[H,[H,A]]$ and so on. The Lanczos recursion turns $A$ and these commutators into operators that are orthogonal in the trace inner product. From the second step on, it subtracts a multiple of an earlier operator, fixed by a ratio of squared norms. That ratio is undefined once an operator vanishes, as happens sooner or later in finite dimension. The coefficient is therefore specified here by a product, and orthogonality then needs no assumption that the operators are non-zero.

Let $H$ and $A$ be Hermitian $D\times D$ matrices. Write $LX=[H,X]$, $\langle X,Y\rangle=\mathrm{tr}(X^\dagger Y)$ and $\|X\|^2=\langle X,X\rangle$. The recursion is
$$O_0=A,\qquad O_1=LO_0,\qquad O_{k+2}=LO_{k+1}-r_kO_k,$$
with real $r_k$ satisfying $r_k\|O_k\|^2=\|O_{k+1}\|^2$. The claim is that $\langle O_i,O_j\rangle=0$ whenever $i\neq j$.

The operators are not normalised. The usual Lanczos coefficient, which couples normalised neighbours, is $b_{k+1}=\|O_{k+1}\|/\|O_k\|=\sqrt{r_k}$ while $O_k\neq0$.

## Symmetry and parity

Since $H$ is Hermitian and the trace is cyclic,
$$\langle LX,Y\rangle=\mathrm{tr}(X^\dagger HY)-\mathrm{tr}(HX^\dagger Y)=\mathrm{tr}(X^\dagger HY)-\mathrm{tr}(X^\dagger YH)=\langle X,LY\rangle.$$

Also $(LX)^\dagger=-L(X^\dagger)$. Hence $O_0^\dagger=O_0$ and $O_1^\dagger=-O_1$. If $O_k^\dagger=(-1)^kO_k$ holds at $k$ and $k+1$, then, because $r_k$ is real,
$$O_{k+2}^\dagger=(-1)^{k+2}LO_{k+1}-r_k(-1)^kO_k=(-1)^{k+2}O_{k+2}.$$
The operators are alternately Hermitian and anti-Hermitian, so
$$\langle O_k,LO_k\rangle=(-1)^k\,\mathrm{tr}(O_kHO_k-O_kO_kH)=0.$$

## Orthogonality by induction

The case $k=0$ of the last identity is $\langle O_0,O_1\rangle=0$. Suppose $O_0,\dots,O_{m+1}$ are pairwise orthogonal, and take $i\le m+1$. Then
$$\langle O_i,O_{m+2}\rangle=\langle O_i,LO_{m+1}\rangle-r_m\langle O_i,O_m\rangle.$$

- For $i=m+1$, the first term vanishes by parity and the second by the induction hypothesis.
- For $i\le m$, move $L$ to the left factor. Here $LO_0=O_1$, and $LO_i=O_{i+1}+r_{i-1}O_{i-1}$ for $i\ge1$. Since $O_{i-1}\perp O_{m+1}$, the first term equals $\langle O_{i+1},O_{m+1}\rangle$.
  - If $i<m$, both terms are zero.
  - If $i=m$, what remains is $\|O_{m+1}\|^2-r_m\|O_m\|^2=0$.

## Tridiagonal form and termination

Since $LO_j$ contains only $O_{j+1}$ and, for $j\ge1$, $O_{j-1}$, the overlap $\langle O_i,LO_j\rangle$ vanishes unless $i$ and $j$ are neighbours.

If $O_{k+1}=0$, then $r_k\|O_k\|^2=0$, so $r_kO_k=0$ and $O_{k+2}=0$. If $O_0=0$, then $O_1=LO_0=0$. Thus one zero operator makes all later ones zero.

Consequently, if $O_n\neq0$, all of $O_0,\dots,O_n$ are non-zero. Taking the inner product of $\sum_j g_jO_j=0$ with $O_i$ gives $g_i\|O_i\|^2=0$, hence $g_i=0$, and the operators are linearly independent. The matrix space has dimension $D^2$, so $O_k=0$ for $k\ge D^2$. For $D\ge2$ the first zero comes earlier: $L$ has at most $D^2-D+1$ distinct eigenvalues, the differences of energy levels, and no more of the $O_k$ than that can be non-zero. This sharper bound is not part of the Lean code.

For a finite-dimensional system, this is the structure behind Krylov calculations of operator dynamics and infinite-temperature autocorrelation functions. The orthogonality proved here is that of exact arithmetic; in a floating-point calculation, rounding errors can destroy it.

## A spin-1/2 example

Take $H=\sigma_z$ and $A=\sigma_x+\sigma_z$, so $\|O_0\|^2=4$. Then:

- $O_1=[\sigma_z,\sigma_x]=2i\sigma_y$, with $\|O_1\|^2=8$ and $r_0=2$.
- $O_2=4\sigma_x-2(\sigma_x+\sigma_z)=2\sigma_x-2\sigma_z$, with $\|O_2\|^2=16$ and $r_1=2$.
- $O_3=4i\sigma_y-2(2i\sigma_y)=0$.

For instance, $\langle O_0,O_2\rangle=2\cdot2-2\cdot2=0$. Both normalised couplings are $\sqrt2$.

## The statement in Lean

The finite type `d` labels the basis states, and `Fintype.card d` is $D$. `liouvillian H X` is $LX$, without a factor $1/\hbar$, and `hs X Y` is the trace inner product, without a factor $1/D$.

`IsLanczos H A O r` says that given sequences `O` and `r` obey the recursion; its field `ratio` is the product condition. The type of `r` makes the coefficients real. The theorems start from such sequences and do not construct them for general $H$ and $A$; the spin example supplies one explicit case.

`IsLanczos.orthogonal` takes this structure, Hermiticity of `H` and `A`, and `i ≠ j`, and concludes `hs (O i) (O j) = 0`.

```lean
import Mathlib

open Matrix

namespace OperatorLanczos

variable {d : Type*} [Fintype d]

/-- The Liouvillian of `H`: the commutator `[H, X]`. -/
def liouvillian (H X : Matrix d d ℂ) : Matrix d d ℂ := H * X - X * H

/-- The trace (Hilbert-Schmidt) inner product `tr (X† Y)`. -/
def hs (X Y : Matrix d d ℂ) : ℂ := (Xᴴ * Y).trace

/-- The operators `O k` and real coefficients `r k` follow the Lanczos recursion started from `A`;
`r k` times the squared norm of `O k` is the squared norm of `O (k+1)`. -/
structure IsLanczos (H A : Matrix d d ℂ) (O : ℕ → Matrix d d ℂ) (r : ℕ → ℝ) : Prop where
  start : O 0 = A
  first : O 1 = liouvillian H (O 0)
  step : ∀ k, O (k + 2) = liouvillian H (O (k + 1)) - (r k : ℂ) • O k
  ratio : ∀ k, (r k : ℂ) * hs (O k) (O k) = hs (O (k + 1)) (O (k + 1))

variable {H A : Matrix d d ℂ} {O : ℕ → Matrix d d ℂ} {r : ℕ → ℝ}

/-- An operator whose squared Hilbert-Schmidt norm vanishes is zero. -/
theorem eq_zero_of_hs_self {X : Matrix d d ℂ} (h0 : hs X X = 0) : X = 0 := by
  have h : hs X X = ((∑ i, ∑ j, Complex.normSq (X j i) : ℝ) : ℂ) := by
    simp [hs, Matrix.trace, Matrix.mul_apply, Complex.normSq_eq_conj_mul_self]
  rw [h] at h0
  have h1 := Complex.ofReal_eq_zero.mp h0
  rw [Finset.sum_eq_zero_iff_of_nonneg
    (fun i _ => Finset.sum_nonneg fun j _ => Complex.normSq_nonneg _)] at h1
  ext j i
  have h2 := h1 i (Finset.mem_univ i)
  rw [Finset.sum_eq_zero_iff_of_nonneg (fun j _ => Complex.normSq_nonneg _)] at h2
  exact Complex.normSq_eq_zero.mp (h2 j (Finset.mem_univ j))

/-- For Hermitian `H` the Liouvillian is symmetric in the trace inner product. -/
theorem hs_liouvillian (hH : H.IsHermitian) (X Y : Matrix d d ℂ) :
    hs (liouvillian H X) Y = hs X (liouvillian H Y) := by
  have c : (H * Xᴴ * Y).trace = (Xᴴ * (Y * H)).trace := by
    rw [Matrix.mul_assoc, Matrix.trace_mul_comm, Matrix.mul_assoc]
  simp only [hs, liouvillian, conjTranspose_sub, conjTranspose_mul, hH.eq, Matrix.sub_mul,
    Matrix.mul_sub, trace_sub]
  rw [c, Matrix.mul_assoc]

/-- For Hermitian `H` and `A` the Lanczos operators are alternately Hermitian and
anti-Hermitian. -/
theorem IsLanczos.parity (h : IsLanczos H A O r) (hH : H.IsHermitian) (hA : A.IsHermitian)
    (k : ℕ) : (O k)ᴴ = (-1 : ℂ) ^ k • O k := by
  have hL : ∀ X, (liouvillian H X)ᴴ = -liouvillian H Xᴴ := by
    intro X
    simp [liouvillian, conjTranspose_sub, conjTranspose_mul, hH.eq]
  have hc : ∀ (c : ℂ) X, liouvillian H (c • X) = c • liouvillian H X := by
    intro c X
    simp [liouvillian, smul_sub]
  have h0 : (O 0)ᴴ = O 0 := by rw [h.start, hA.eq]
  induction k using Nat.strong_induction_on with
  | _ k ih =>
    rcases k with _ | _ | k
    · simpa using h0
    · simp [h.first, hL, h0]
    · rw [h.step k, conjTranspose_sub, conjTranspose_smul, hL, ih (k + 1) (by omega),
        ih k (by omega), hc, Complex.star_def, Complex.conj_ofReal]
      module

/-- For Hermitian `H` and `A` each Lanczos operator is orthogonal to its own commutator
with `H`. -/
theorem IsLanczos.hs_self (h : IsLanczos H A O r) (hH : H.IsHermitian) (hA : A.IsHermitian)
    (k : ℕ) : hs (O k) (liouvillian H (O k)) = 0 := by
  have c : (O k * (H * O k)).trace = (O k * (O k * H)).trace := by
    rw [← Matrix.mul_assoc, Matrix.trace_mul_comm]
  rw [hs, h.parity hH hA k, liouvillian, Matrix.smul_mul, trace_smul, Matrix.mul_sub,
    trace_sub, c, sub_self, smul_zero]

/-- For Hermitian `H` and `A` the operators of the Lanczos recursion are pairwise orthogonal in the
trace inner product. -/
theorem IsLanczos.orthogonal (h : IsLanczos H A O r) (hH : H.IsHermitian) (hA : A.IsHermitian)
    {i j : ℕ} (hij : i ≠ j) : hs (O i) (O j) = 0 := by
  have swap : ∀ X Y : Matrix d d ℂ, hs X Y = 0 → hs Y X = 0 := by
    intro X Y hXY
    have e : hs Y X = star (hs X Y) := by
      rw [hs, hs, ← trace_conjTranspose, conjTranspose_mul, conjTranspose_conjTranspose]
    rw [e, hXY, star_zero]
  have key : ∀ j, ∀ i < j, hs (O i) (O j) = 0 := by
    intro j
    induction j using Nat.strong_induction_on with
    | _ j ih =>
      intro i hi
      rcases j with _ | _ | m
      · omega
      · obtain rfl : i = 0 := by omega
        simpa [h.first] using h.hs_self hH hA 0
      · have e : hs (O i) (O (m + 2)) =
            hs (O i) (liouvillian H (O (m + 1))) - r m * hs (O i) (O m) := by
          rw [h.step m]
          simp only [hs, Matrix.mul_sub, Matrix.mul_smul, trace_sub, trace_smul, smul_eq_mul]
        change hs (O i) (O (m + 2)) = 0
        rcases Nat.lt_or_ge m i with him | him
        · obtain rfl : i = m + 1 := by omega
          rw [e, h.hs_self hH hA, swap _ _ (ih (m + 1) (by omega) m (by omega))]
          simp
        · -- move the Liouvillian to the left factor and use the recursion there
          have up : hs (liouvillian H (O i)) (O (m + 1)) = hs (O (i + 1)) (O (m + 1)) := by
            rcases i with _ | p
            · rw [← h.first]
            · have z : ((O p)ᴴ * O (m + 1)).trace = 0 := ih (m + 1) (by omega) p (by omega)
              change _ = hs (O (p + 2)) (O (m + 1))
              rw [h.step p]
              simp only [hs, conjTranspose_sub, conjTranspose_smul, Matrix.sub_mul,
                Matrix.smul_mul, trace_sub, trace_smul, z, smul_zero, sub_zero]
          rw [e, ← hs_liouvillian hH, up]
          rcases Nat.lt_or_ge i m with him' | him'
          · rw [ih (m + 1) (by omega) (i + 1) (by omega), ih m (by omega) i him']
            simp
          · -- the coefficient is chosen to cancel this overlap
            obtain rfl : i = m := by omega
            rw [h.ratio, sub_self]
  rcases Nat.lt_or_gt_of_ne hij with hlt | hgt
  · exact key j i hlt
  · exact swap _ _ (key i j hgt)

/-- For Hermitian `H` and `A` the Liouvillian is tridiagonal in the Lanczos operators, with
zero diagonal: it only couples neighbours. -/
theorem IsLanczos.tridiagonal (h : IsLanczos H A O r) (hH : H.IsHermitian) (hA : A.IsHermitian)
    {i j : ℕ} (h1 : i ≠ j + 1) (h2 : j ≠ i + 1) : hs (O i) (liouvillian H (O j)) = 0 := by
  rcases j with _ | j
  · rw [← h.first]
    exact h.orthogonal hH hA h1
  · have e : liouvillian H (O (j + 1)) = O (j + 2) + (r j : ℂ) • O j := by
      rw [h.step j, sub_add_cancel]
    have a : ((O i)ᴴ * O (j + 2)).trace = 0 := h.orthogonal hH hA (by omega)
    have b : ((O i)ᴴ * O j).trace = 0 := h.orthogonal hH hA (by omega)
    rw [hs, e, Matrix.mul_add, Matrix.mul_smul, trace_add, trace_smul, a, b]
    simp

/-- Once a Lanczos operator vanishes, all later ones vanish. -/
theorem IsLanczos.eq_zero_of_le (h : IsLanczos H A O r) {i k : ℕ} (hik : i ≤ k)
    (hi : O i = 0) : O k = 0 := by
  induction k, hik using Nat.le_induction with
  | base => exact hi
  | succ k _ ih =>
    rcases k with _ | k
    · simp [h.first, ih, liouvillian]
    · have q := h.ratio k
      rw [ih] at q
      have q' : (r k : ℂ) * hs (O k) (O k) = 0 := by simpa [hs] using q
      change O (k + 2) = 0
      rw [h.step k, ih]
      rcases mul_eq_zero.mp q' with hr | ho
      · simp [liouvillian, hr]
      · simp [liouvillian, eq_zero_of_hs_self ho]

/-- For Hermitian `H` and `A`, if `O n` is non-zero then `O 0, ..., O n` are linearly
independent. -/
theorem IsLanczos.linearIndependent (h : IsLanczos H A O r) (hH : H.IsHermitian)
    (hA : A.IsHermitian) {n : ℕ} (hn : O n ≠ 0) :
    LinearIndependent ℂ (fun i : Fin (n + 1) => O i) := by
  rw [Fintype.linearIndependent_iff]
  intro g hg i
  -- project the vanishing combination on `O i`
  have e : hs (O i) (∑ j : Fin (n + 1), g j • O j) = g i * hs (O i) (O i) := by
    simp only [hs, Finset.mul_sum, trace_sum, Matrix.mul_smul, trace_smul, smul_eq_mul]
    refine Finset.sum_eq_single i (fun j _ hj => ?_) (fun hi => absurd (Finset.mem_univ i) hi)
    have z : ((O i)ᴴ * O j).trace = 0 :=
      h.orthogonal hH hA (fun hij => hj (Fin.ext hij.symm))
    rw [z, mul_zero]
  rw [hg] at e
  have e' : g i * hs (O i) (O i) = 0 := by rw [← e]; simp [hs]
  exact (mul_eq_zero.mp e').resolve_right fun ho =>
    hn (h.eq_zero_of_le (Nat.le_of_lt_succ i.isLt) (eq_zero_of_hs_self ho))

/-- For Hermitian `H` and `A` on a space of dimension `D`, the Lanczos operators `O k` with
`k ≥ D²` all vanish. -/
theorem IsLanczos.terminates (h : IsLanczos H A O r) (hH : H.IsHermitian) (hA : A.IsHermitian)
    {k : ℕ} (hk : Fintype.card d ^ 2 ≤ k) : O k = 0 := by
  by_contra hne
  have c := (h.linearIndependent hH hA hne).fintype_card_le_finrank
  rw [Module.finrank_matrix, Module.finrank_self, Fintype.card_fin] at c
  nlinarith

/-- Three non-zero spin-1/2 operators, followed by zeros. -/
def spinOps : ℕ → Matrix (Fin 2) (Fin 2) ℂ
  | 0 => !![1, 1; 1, -1]
  | 1 => !![0, 2; -2, 0]
  | 2 => !![-2, 2; 2, 2]
  | _ + 3 => 0

/-- The coefficients `2, 2, 0, 0, ...`. -/
def spinCoeff : ℕ → ℝ
  | 0 => 2
  | 1 => 2
  | _ + 2 => 0

/-- For `H = σ_z` and `A = σ_x + σ_z`, both Hermitian, `spinOps` and `spinCoeff` follow the Lanczos
recursion, and `spinOps 2` is non-zero. -/
theorem isLanczos_witness :
    (!![1, 0; 0, -1] : Matrix (Fin 2) (Fin 2) ℂ).IsHermitian ∧
    (!![1, 1; 1, -1] : Matrix (Fin 2) (Fin 2) ℂ).IsHermitian ∧
    IsLanczos !![1, 0; 0, -1] !![1, 1; 1, -1] spinOps spinCoeff ∧ spinOps 2 ≠ 0 := by
  refine ⟨IsHermitian.ext fun i j => ?_, IsHermitian.ext fun i j => ?_,
    ⟨rfl, ?_, fun k => ?_, fun k => ?_⟩, fun h => ?_⟩
  · fin_cases i <;> fin_cases j <;> simp
  · fin_cases i <;> fin_cases j <;> simp
  · ext i j
    fin_cases i <;> fin_cases j <;>
      simp [spinOps, liouvillian] <;> norm_num
  · rcases k with _ | _ | k
    · ext i j
      fin_cases i <;> fin_cases j <;>
        simp [spinOps, spinCoeff, liouvillian]
    · ext i j
      fin_cases i <;> fin_cases j <;>
        simp [spinOps, spinCoeff, liouvillian] <;> norm_num
    · change 0 = liouvillian _ 0 - ((0 : ℝ) : ℂ) • spinOps (k + 2)
      simp [liouvillian]
  · have c2 : (starRingEnd ℂ) 2 = 2 := Complex.ext (by simp) (by simp)
    rcases k with _ | _ | k
    · norm_num [spinOps, spinCoeff, hs, trace_fin_two, Matrix.mul_apply, Fin.sum_univ_two, c2]
    · norm_num [spinOps, spinCoeff, hs, trace_fin_two, Matrix.mul_apply, Fin.sum_univ_two, c2]
    · change ((0 : ℝ) : ℂ) * hs (spinOps (k + 2)) (spinOps (k + 2)) = hs 0 0
      simp [hs]
  · have h01 := congrFun (congrFun h 0) 1
    simp [spinOps] at h01

end OperatorLanczos
```

```lean
#print axioms OperatorLanczos.IsLanczos.orthogonal
-- 'OperatorLanczos.IsLanczos.orthogonal' depends on axioms: [propext, Classical.choice, Quot.sound]
#print axioms OperatorLanczos.IsLanczos.tridiagonal
-- 'OperatorLanczos.IsLanczos.tridiagonal' depends on axioms: [propext, Classical.choice, Quot.sound]
#print axioms OperatorLanczos.IsLanczos.terminates
-- 'OperatorLanczos.IsLanczos.terminates' depends on axioms: [propext, Classical.choice, Quot.sound]
```

## The proof in Lean

`hs_liouvillian` is the symmetry of $L$, with `Matrix.trace_mul_comm` supplying cyclicity. `IsLanczos.parity` uses strong induction because the recursion reaches back two steps; `module` collects the signs. `IsLanczos.hs_self` then gives the vanishing diagonal overlap.

Inside `IsLanczos.orthogonal`, `key` treats $i<j$ by strong induction on the larger index, and `swap` obtains the other order by complex conjugation. The equation `e` expands $O_{m+2}$, while `up` replaces $LO_i$ by $O_{i+1}$ in the overlap with $O_{m+1}$. The case splits are those of the derivation, and `h.ratio` closes the case $i=m$.

`IsLanczos.tridiagonal` rewrites $LO_j$ by the recursion and applies orthogonality. `eq_zero_of_hs_self` writes the squared norm as a sum of squared moduli, so a zero norm forces every entry to vanish. `IsLanczos.eq_zero_of_le` uses this to carry a zero forward, and `IsLanczos.linearIndependent` uses both after projecting the vanishing combination on `O i`. `IsLanczos.terminates` compares the $k+1$ independent operators with the dimension $D^2$.

Finally, `isLanczos_witness` verifies the spin example, mostly entry by entry, including Hermiticity and $O_2\neq0$.
